# A coset state is an eigenvector of the transversal phase gate exactly when its strings share one phase

The phase gate diag(1, i) acts on each of `n` qubits, and the coset state is the sum of the basis states |a + c⟩ over all words c of a binary linear code `C`. The theorem `eigen_iff_phase` states that this state satisfies the eigenvalue equation with the number `μ` if and only if i raised to the weight of a + c, its number of ones, equals `μ` for every c in `C`. The state is unnormalised, with amplitude 1 on each string of the coset; normalised, the amplitude would be 1/√|C|, which leaves the eigenvalue equation unaffected. The proof writes the gate as a diagonal matrix and compares amplitudes, at the strings a + c for one direction and at every string for the other, where those outside the coset must be shown to have amplitude zero.

As first written in Lean, the proof fails:

```lean
import Mathlib

open Complex Matrix

namespace TransversalPhaseGate

noncomputable section

/-- The single-qubit phase gate `S = diag(1, i)`. -/
def phaseGate : Matrix (ZMod 2) (ZMod 2) ℂ :=
  Matrix.diagonal fun b => if b = 0 then 1 else I

/-- The `n`-fold Kronecker power of the phase gate: its matrix elements are products of
single-qubit matrix elements. -/
def transversalS (n : ℕ) : Matrix (Fin n → ZMod 2) (Fin n → ZMod 2) ℂ :=
  fun x y => ∏ k, phaseGate (x k) (y k)

/-- The weight of a bit string: the number of its ones. -/
def weight {n : ℕ} (x : Fin n → ZMod 2) : ℕ := ∑ k, (x k).val

open Classical in
/-- The unnormalised coset state: the sum of the basis states `|a + c⟩` over all words `c`
of the code `C`. -/
def cosetState {n : ℕ} (C : Submodule (ZMod 2) (Fin n → ZMod 2)) (a : Fin n → ZMod 2) :
    (Fin n → ZMod 2) → ℂ :=
  ∑ c ∈ Finset.univ.filter (fun c => c ∈ C), Pi.single (a + c) (1 : ℂ)

/-- The transversal phase gate is diagonal and multiplies the basis state `|x⟩` by
`i ^ weight x`. -/
theorem transversalS_eq_diagonal (n : ℕ) :
    transversalS n = Matrix.diagonal fun x => I ^ weight x := by
  ext x y
  by_cases h : x = y
  · subst h
    rw [Matrix.diagonal_apply_eq]
    unfold transversalS weight
    rw [← Finset.prod_pow_eq_pow_sum]
    refine Finset.prod_congr rfl fun k _ => ?_
    have hb : ∀ b : ZMod 2, b = 0 ∨ b = 1 := by decide
    have h1 : (1 : ZMod 2).val = 1 := rfl
    have h2 : (1 : ZMod 2) ≠ 0 := by decide
    rw [phaseGate, Matrix.diagonal_apply_eq]
    rcases hb (x k) with e | e <;> simp [e, h1, h2]
  · -- two different strings differ at some qubit, where the factor vanishes
    obtain ⟨k, hk⟩ := Function.ne_iff.mp h
    rw [Matrix.diagonal_apply_ne _ h]
    exact Finset.prod_eq_zero (Finset.mem_univ k) (Matrix.diagonal_apply_ne _ hk)

/-- Every basis state in the coset `a + C` has amplitude one in the coset state. -/
theorem cosetState_add {n : ℕ} (C : Submodule (ZMod 2) (Fin n → ZMod 2))
    (a : Fin n → ZMod 2) {c : Fin n → ZMod 2} (hc : c ∈ C) :
    cosetState C a (a + c) = 1 := by
  unfold cosetState
  rw [Finset.sum_apply, Finset.sum_eq_single c]
  · simp
  · intro d _ hd
    rw [Pi.single_apply, if_neg (fun h => hd (add_left_cancel h).symm)]
  · intro h
    exact (h (by simp [hc])).elim

/-- For any linear code, the coset state obeys the eigenvalue equation of the transversal
phase gate exactly when all strings of the coset carry the same phase `μ`. -/
theorem eigen_iff_phase {n : ℕ} (C : Submodule (ZMod 2) (Fin n → ZMod 2))
    (a : Fin n → ZMod 2) (μ : ℂ) :
    transversalS n *ᵥ cosetState C a = μ • cosetState C a ↔
      ∀ c ∈ C, I ^ weight (a + c) = μ := by
  rw [transversalS_eq_diagonal]
  constructor
  · intro h c hc
    have h1 := congrFun h (a + c)
    rw [Matrix.mulVec_diagonal, Pi.smul_apply, smul_eq_mul, cosetState_add C a hc,
      mul_one, mul_one] at h1
    exact h1
  · intro h
    funext x
    rw [Matrix.mulVec_diagonal, Pi.smul_apply, smul_eq_mul]
    by_cases hx : ∃ c ∈ C, x = a + c
    · obtain ⟨c, hc, rfl⟩ := hx
      rw [h c hc]
    · -- outside the coset the amplitude vanishes
      have h0 : cosetState C a x = 0 := by
        unfold cosetState
        rw [Finset.sum_apply]
        refine Finset.sum_eq_zero fun c hc => ?_
        rw [Pi.single_apply, if_neg (fun e => hx ⟨c, (Finset.mem_filter.mp hc).2, e⟩)]
      rw [h0, mul_zero, mul_zero]

end

end TransversalPhaseGate
```

The error:

```
Main.lean:85:54: error(lean.synthInstanceFailed): failed to synthesize instance of type class
  DecidablePred fun c => c ∈ C

Hint: Type class instance resolution failures can be inspected with the `set_option trace.Meta.synthInstance true` command.
```

As a diff, the version that Lean accepts:

```diff
@@ -83,5 +83,6 @@
         rw [Finset.sum_apply]
         refine Finset.sum_eq_zero fun c hc => ?_
-        rw [Pi.single_apply, if_neg (fun e => hx ⟨c, (Finset.mem_filter.mp hc).2, e⟩)]
+        have hc' : c ∈ C := by simpa using hc
+        rw [Pi.single_apply, if_neg (fun e => hx ⟨c, hc', e⟩)]
       rw [h0, mul_zero, mul_zero]
 
```

Cause. The error falls on `Finset.mem_filter`, used to extract `c ∈ C` from `hc`, the membership of `c` in the filtered set that `cosetState` sums over. A `Finset` filter needs a decision procedure for its predicate. In the definition of `cosetState` this is supplied by classical logic, but `open Classical in` covers only that one declaration. Inside the theorem, the term `Finset.mem_filter.mp hc` makes Lean search for a `DecidablePred` instance again, and for an arbitrary submodule `C` it finds none. The instance already present in the type of `hc` does not spare it this search.

The repair obtains the same fact by `have hc' : c ∈ C := by simpa using hc`. Here `simp` simplifies the filter membership to `c ∈ C` and can use the instance it meets in `hc`, so no new one has to be found. The second change merely puts `hc'` where the failing term stood; the argument that the amplitude vanishes outside the coset is the same as before.
